# The Qi-Wu-Zhang Chern integral is constant while the gap stays open

## Changing the mass of a two-band insulator

The Qi-Wu-Zhang Hamiltonian $d\cdot\sigma$, with Pauli matrices $\sigma$ and $d=(\sin k_x,\sin k_y,u+\cos k_x+\cos k_y)$, has energies $\pm|d|$, so its two bands are $2|d|$ apart at each momentum and the gap closes where $d=0$. Can varying the mass $u$ change its Chern integral without closing the gap?

## Invariance under gapped deformation

For unit vectors $n(s,k_x,k_y)$, jointly $C^2$ on $[0,1]\times\mathbb R^2$ and $2\pi$-periodic in both momenta,
$$C(s)=\int_0^{2\pi}\!\!\int_0^{2\pi}n\cdot(\partial_xn\times\partial_yn)\,dk_y\,dk_x$$
equals $C(0)$. The same holds for $n=d/|d|$ with any nonvanishing such family $d$. QWZ integrals agree at masses $u_0,u_1$ if the closed interval between them avoids $-2,0,2$.

In Lean, vectors are `Fin 3 → ℝ`, `direction` normalises $d$, and `ContDiffOn` on `Icc 0 1 ×ˢ univ` expresses joint smoothness. `chernIntegral` omits the usual $1/(4\pi)$; integrality is not proved. Relating it to the Hall conductance of a filled, non-interacting lower band is a separate physical step.

## The flux changes by a divergence

Let $\omega_{ab}=n\cdot(\partial_an\times\partial_bn)$ for $a,b$ among $s,x,y$, where $\partial_x,\partial_y$ are derivatives in $k_x,k_y$. Differentiating $n\cdot n=1$ gives $n\cdot\partial_an=0$, so the three derivatives are coplanar and their triple product vanishes. Therefore
$$\begin{aligned}
\partial_s\omega_{xy}&=n\cdot(\partial_s\partial_xn\times\partial_yn)+n\cdot(\partial_xn\times\partial_s\partial_yn),\\
\partial_x\omega_{sy}&=n\cdot(\partial_x\partial_sn\times\partial_yn)+n\cdot(\partial_sn\times\partial_x\partial_yn),\\
\partial_y\omega_{xs}&=n\cdot(\partial_y\partial_xn\times\partial_sn)+n\cdot(\partial_xn\times\partial_y\partial_sn).
\end{aligned}$$
Mixed derivatives commute and the cross product is antisymmetric, so $\partial_s\omega_{xy}=\partial_x\omega_{sy}+\partial_y\omega_{xs}$. Opposite zone edges cancel on integration. Integrating over $s$ and exchanging integrals gives $C(s)=C(0)$.

For nonvanishing $d$, $d/|d|$ inherits smoothness and periodicity. In QWZ, $d=0$ forces both sines to vanish and both cosines to be $\pm1$, so $u\in\{-2,0,2\}$; modulo $2\pi$, the zeros lie at $(0,0)$ for $u=-2$, at $(0,\pi)$ and $(\pi,0)$ for $u=0$, and at $(\pi,\pi)$ for $u=2$. Apply the result to $u=u_0+s(u_1-u_0)$.

## The checked proof

```lean
import Mathlib

open Matrix Set
open scoped Real

namespace QWZDeformation

noncomputable section

/-- The scalar triple product `a · (b × c)` in three dimensions. -/
def triple (a b c : Fin 3 → ℝ) : ℝ := a ⬝ᵥ (b ⨯₃ c)

/-- The Chern integral of a vector field `m` on the Brillouin zone: the integral of
`m · (∂₁m × ∂₂m)` over one period in each momentum. -/
def chernIntegral (m : ℝ → ℝ → Fin 3 → ℝ) : ℝ :=
  ∫ x in (0 : ℝ)..2 * π, ∫ y in (0 : ℝ)..2 * π,
    triple (m x y) (deriv (fun t => m t y) x) (deriv (fun t => m x t) y)

/-- The flux density `N · (∂ᵥN × ∂_wN)` at the point `p = (s, kx, ky)`. -/
def flux (N : ℝ × ℝ × ℝ → Fin 3 → ℝ) (p v w : ℝ × ℝ × ℝ) : ℝ :=
  triple (N p) (fderiv ℝ N p v) (fderiv ℝ N p w)

/-- The product-rule expression for the change of the flux density along `z`. -/
def fluxRate (N : ℝ × ℝ × ℝ → Fin 3 → ℝ) (p z v w : ℝ × ℝ × ℝ) : ℝ :=
  triple (fderiv ℝ N p z) (fderiv ℝ N p v) (fderiv ℝ N p w)
    + triple (N p) (fderiv ℝ (fderiv ℝ N) p z v) (fderiv ℝ N p w)
    + triple (N p) (fderiv ℝ N p v) (fderiv ℝ (fderiv ℝ N) p z w)

/-- The direction `v / |v|` of a nonzero vector `v`. -/
def direction (v : Fin 3 → ℝ) : Fin 3 → ℝ := (√(v ⬝ᵥ v))⁻¹ • v

/-- The Qi-Wu-Zhang vector `(sin kx, sin ky, u + cos kx + cos ky)`. -/
def qwz (u x y : ℝ) : Fin 3 → ℝ :=
  ![Real.sin x, Real.sin y, u + Real.cos x + Real.cos y]

/-- The triple product written in Cartesian components. -/
theorem triple_eq (a b c : Fin 3 → ℝ) : triple a b c =
    a 0 * (b 1 * c 2 - b 2 * c 1) + a 1 * (b 2 * c 0 - b 0 * c 2)
      + a 2 * (b 0 * c 1 - b 1 * c 0) := by
  simp [triple, cross_apply, dotProduct, Fin.sum_univ_three]

/-- Three vectors orthogonal to one unit vector are coplanar: their triple product vanishes. -/
theorem triple_tangent {n a b c : Fin 3 → ℝ} (hn : n ⬝ᵥ n = 1)
    (ha : n ⬝ᵥ a = 0) (hb : n ⬝ᵥ b = 0) (hc : n ⬝ᵥ c = 0) : triple a b c = 0 := by
  simp only [dotProduct, Fin.sum_univ_three] at hn ha hb hc
  linear_combination (norm := (simp only [triple_eq]; ring))
    (-triple a b c) * hn + triple n b c * ha + triple n c a * hb + triple n a b * hc

/-- The two integrations of a continuous function over a rectangle may be interchanged. -/
theorem integral_swap {f : ℝ → ℝ → ℝ} (hf : Continuous (Function.uncurry f))
    {a b c d : ℝ} (hab : a ≤ b) (hcd : c ≤ d) :
    ∫ x in a..b, ∫ y in c..d, f x y = ∫ y in c..d, ∫ x in a..b, f x y := by
  simp only [intervalIntegral.integral_of_le hab, intervalIntegral.integral_of_le hcd]
  apply MeasureTheory.integral_integral_swap
  rw [MeasureTheory.Measure.prod_restrict]
  exact (hf.continuousOn.integrableOn_compact (isCompact_Icc.prod isCompact_Icc)).mono_set
    (Set.prod_mono Ioc_subset_Icc_self Ioc_subset_Icc_self)

/-- The divergence `∂₁A + ∂₂B` of a current with continuous derivatives `a = ∂₁A`, `b = ∂₂B`
and equal values on opposite edges of the zone integrates to zero. -/
theorem integral_divergence {A B a b : ℝ → ℝ → ℝ}
    (hA : ∀ x y, HasDerivAt (fun t => A t y) (a x y) x)
    (hB : ∀ x y, HasDerivAt (fun t => B x t) (b x y) y)
    (ha : Continuous (Function.uncurry a)) (hb : Continuous (Function.uncurry b))
    (pA : ∀ y, A (2 * π) y = A 0 y) (pB : ∀ x, B x (2 * π) = B x 0) :
    ∫ x in (0 : ℝ)..2 * π, ∫ y in (0 : ℝ)..2 * π, (a x y + b x y) = 0 := by
  have ca : ∀ x, Continuous (a x) := fun x => ha.comp (Continuous.prodMk_right x)
  have ca' : ∀ y, Continuous (fun x => a x y) := fun y => ha.comp (Continuous.prodMk_left y)
  have cb : ∀ x, Continuous (b x) := fun x => hb.comp (Continuous.prodMk_right x)
  have h : ∀ x, ∫ y in (0 : ℝ)..2 * π, (a x y + b x y) = ∫ y in (0 : ℝ)..2 * π, a x y := by
    intro x
    rw [intervalIntegral.integral_add ((ca x).intervalIntegrable _ _)
      ((cb x).intervalIntegrable _ _),
      intervalIntegral.integral_eq_sub_of_hasDerivAt (fun y _ => hB x y)
        ((cb x).intervalIntegrable _ _), pB, sub_self, add_zero]
  have h' : ∀ y, ∫ x in (0 : ℝ)..2 * π, a x y = 0 := by
    intro y
    rw [intervalIntegral.integral_eq_sub_of_hasDerivAt (fun x _ => hA x y)
      ((ca' y).intervalIntegrable _ _), pA, sub_self]
  simp only [h]
  rw [integral_swap ha Real.two_pi_pos.le Real.two_pi_pos.le]
  simp only [h', intervalIntegral.integral_zero]

/-- Along a curve with velocity `z`, the flux density of a C² field changes at the rate
`fluxRate`. -/
theorem hasDerivAt_flux {N : ℝ × ℝ × ℝ → Fin 3 → ℝ} (hN : ContDiff ℝ 2 N)
    {c : ℝ → ℝ × ℝ × ℝ} {z : ℝ × ℝ × ℝ} {t : ℝ} (hc : HasDerivAt c z t)
    (v w : ℝ × ℝ × ℝ) :
    HasDerivAt (fun τ => flux N (c τ) v w) (fluxRate N (c t) z v w) t := by
  have hF : ContDiff ℝ 1 (fderiv ℝ N) := hN.fderiv_right (by norm_num)
  have h0 : HasDerivAt (fun τ => N (c τ)) (fderiv ℝ N (c t) z) t :=
    (hN.differentiable (by norm_num) (c t)).hasFDerivAt.comp_hasDerivAt t hc
  have h1 : HasDerivAt (fun τ => fderiv ℝ N (c τ)) (fderiv ℝ (fderiv ℝ N) (c t) z) t :=
    (hF.differentiable (by norm_num) (c t)).hasFDerivAt.comp_hasDerivAt t hc
  have h2 : ∀ v, HasDerivAt (fun τ => fderiv ℝ N (c τ) v)
      (fderiv ℝ (fderiv ℝ N) (c t) z v) t := fun v => by
    simpa using h1.clm_apply (hasDerivAt_const t v)
  have a := hasDerivAt_pi.1 h0
  have b := hasDerivAt_pi.1 (h2 v)
  have e := hasDerivAt_pi.1 (h2 w)
  simp only [flux, fluxRate, triple_eq]
  refine ((((a 0).fun_mul (((b 1).fun_mul (e 2)).fun_sub ((b 2).fun_mul (e 1)))).fun_add
    ((a 1).fun_mul (((b 2).fun_mul (e 0)).fun_sub ((b 0).fun_mul (e 2))))).fun_add
    ((a 2).fun_mul (((b 0).fun_mul (e 1)).fun_sub ((b 1).fun_mul (e 0))))).congr_deriv ?_
  ring

/-- For a C² field of unit vectors, the change of the flux density along `z` is the sum of the
changes of two other flux densities along `v` and `w`. -/
theorem fluxRate_closed {N : ℝ × ℝ × ℝ → Fin 3 → ℝ} (hN : ContDiff ℝ 2 N)
    (hu : ∀ p, N p ⬝ᵥ N p = 1) (p z v w : ℝ × ℝ × ℝ) :
    fluxRate N p z v w = fluxRate N p v z w + fluxRate N p w v z := by
  have hF : ContDiff ℝ 1 (fderiv ℝ N) := hN.fderiv_right (by norm_num)
  have hd : ∀ q, HasFDerivAt N (fderiv ℝ N q) q :=
    fun q => (hN.differentiable (by norm_num) q).hasFDerivAt
  -- derivatives of a unit vector are tangent to the sphere
  have ht : ∀ v, N p ⬝ᵥ fderiv ℝ N p v = 0 := by
    intro v
    have hi := fun i => hasFDerivAt_pi'.1 (hd p) i
    have h := (((hi 0).mul (hi 0)).add ((hi 1).mul (hi 1))).add ((hi 2).mul (hi 2))
    have h1 : HasFDerivAt (fun _ : ℝ × ℝ × ℝ => (1 : ℝ)) _ p :=
      h.congr_of_eventuallyEq (Filter.Eventually.of_forall fun q => by
        have := hu q
        simp only [dotProduct, Fin.sum_univ_three] at this
        exact this.symm)
    have h2 := congrArg (fun L => L v) (h1.unique (hasFDerivAt_const (1 : ℝ) p))
    simp at h2
    simp only [dotProduct, Fin.sum_univ_three]
    linarith
  -- mixed second derivatives agree
  have hs : ∀ v w, fderiv ℝ (fderiv ℝ N) p v w = fderiv ℝ (fderiv ℝ N) p w v :=
    fun v w => second_derivative_symmetric hd
      (hF.differentiable (by norm_num) p).hasFDerivAt v w
  unfold fluxRate
  rw [triple_tangent (hu p) (ht z) (ht v) (ht w), triple_tangent (hu p) (ht v) (ht z) (ht w),
    triple_tangent (hu p) (ht w) (ht v) (ht z), hs v z, hs w v, hs w z]
  simp only [triple_eq]
  ring

/-- Deformation invariance: for a family of unit vectors, jointly C² in `s ∈ [0,1]` and the
momenta and 2π periodic in both momenta, the Chern integral at every `s` equals that at 0. -/
theorem chernIntegral_deformation {n : ℝ × ℝ × ℝ → Fin 3 → ℝ}
    (hn : ContDiffOn ℝ 2 n (Icc 0 1 ×ˢ univ))
    (hu : ∀ s ∈ Icc (0 : ℝ) 1, ∀ x y, n (s, x, y) ⬝ᵥ n (s, x, y) = 1)
    (hx : ∀ s ∈ Icc (0 : ℝ) 1, ∀ x y, n (s, x + 2 * π, y) = n (s, x, y))
    (hy : ∀ s ∈ Icc (0 : ℝ) 1, ∀ x y, n (s, x, y + 2 * π) = n (s, x, y))
    {s : ℝ} (hs : s ∈ Icc (0 : ℝ) 1) :
    chernIntegral (fun x y => n (s, x, y)) = chernIntegral (fun x y => n (0, x, y)) := by
  -- a smooth reparametrisation extends the family to all real parameters
  have hσ : ∀ t : ℝ, (1 - Real.cos t) / 2 ∈ Icc (0 : ℝ) 1 := fun t =>
    ⟨by linarith [Real.cos_le_one t], by linarith [Real.neg_one_le_cos t]⟩
  obtain ⟨N, hNdef⟩ : ∃ N : ℝ × ℝ × ℝ → Fin 3 → ℝ,
      ∀ p, N p = n ((1 - Real.cos p.1) / 2, p.2) := ⟨_, fun _ => rfl⟩
  have hN : ContDiff ℝ 2 N := by
    rw [funext hNdef]
    exact hn.comp_contDiff (by fun_prop) (fun p => ⟨hσ p.1, trivial⟩)
  have hU : ∀ p, N p ⬝ᵥ N p = 1 := fun p => by rw [hNdef]; exact hu _ (hσ _) _ _
  have hF : ContDiff ℝ 1 (fderiv ℝ N) := hN.fderiv_right (by norm_num)
  have per : ∀ q, (∀ p, N (p + q) = N p) → ∀ p v w, flux N (p + q) v w = flux N p v w := by
    intro q hq p v w
    have h : fderiv ℝ N (p + q) = fderiv ℝ N p := by
      rw [← fderiv_comp_add_right, funext hq]
    simp only [flux, h, hq]
  have px := per (0, 2 * π, 0) (fun ⟨a, x, y⟩ => by
    rw [hNdef, hNdef]; simpa using hx _ (hσ a) x y)
  have py := per (0, 0, 2 * π) (fun ⟨a, x, y⟩ => by
    rw [hNdef, hNdef]; simpa using hy _ (hσ a) x y)
  have cs : ∀ s x y : ℝ, HasDerivAt (fun t : ℝ => (t, x, y)) (1, 0, 0) s := fun s x y =>
    (hasDerivAt_id s).prodMk (hasDerivAt_const s (x, y))
  have cx : ∀ s x y : ℝ, HasDerivAt (fun t : ℝ => (s, t, y)) (0, 1, 0) x := fun s x y =>
    (hasDerivAt_const x s).prodMk ((hasDerivAt_id x).prodMk (hasDerivAt_const x y))
  have cy : ∀ s x y : ℝ, HasDerivAt (fun t : ℝ => (s, x, t)) (0, 0, 1) y := fun s x y =>
    (hasDerivAt_const y s).prodMk ((hasDerivAt_const y x).prodMk (hasDerivAt_id y))
  have hD : ∀ v, Continuous fun p => fderiv ℝ N p v := fun v =>
    hF.continuous.clm_apply continuous_const
  have hH : ∀ v w, Continuous fun p => fderiv ℝ (fderiv ℝ N) p v w := fun v w =>
    ((hF.continuous_fderiv (by norm_num)).clm_apply continuous_const).clm_apply continuous_const
  have hT : ∀ {a b c : ℝ × ℝ × ℝ → Fin 3 → ℝ}, Continuous a → Continuous b → Continuous c →
      Continuous fun p => triple (a p) (b p) (c p) := by
    intro a b c ha hb hc
    simp only [triple_eq]
    fun_prop
  have hf : ∀ v w, Continuous fun p => flux N p v w := fun v w =>
    hT hN.continuous (hD v) (hD w)
  have hR : ∀ z v w, Continuous fun p => fluxRate N p z v w := fun z v w =>
    ((hT (hD z) (hD v) (hD w)).add (hT hN.continuous (hH z v) (hD w))).add
      (hT hN.continuous (hD v) (hH z w))
  -- at each parameter the rate of change is a divergence, with zero zone integral
  have hz : ∀ s, ∫ x in (0 : ℝ)..2 * π, ∫ y in (0 : ℝ)..2 * π,
      fluxRate N (s, x, y) (1, 0, 0) (0, 1, 0) (0, 0, 1) = 0 := by
    intro s
    have e := fun x y : ℝ => fluxRate_closed hN hU (s, x, y) (1, 0, 0) (0, 1, 0) (0, 0, 1)
    simp only [e]
    have hc : Continuous fun q : ℝ × ℝ => (s, q.1, q.2) := by fun_prop
    exact integral_divergence
      (A := fun x y => flux N (s, x, y) (1, 0, 0) (0, 0, 1))
      (B := fun x y => flux N (s, x, y) (0, 1, 0) (1, 0, 0))
      (fun x y => hasDerivAt_flux hN (cx s x y) _ _)
      (fun x y => hasDerivAt_flux hN (cy s x y) _ _)
      ((hR _ _ _).comp hc) ((hR _ _ _).comp hc)
      (fun y => by simpa using px (s, 0, y) (1, 0, 0) (0, 0, 1))
      (fun x => by simpa using py (s, x, 0) (0, 1, 0) (1, 0, 0))
  have hω : ∀ s, chernIntegral (fun x y => N (s, x, y)) = ∫ x in (0 : ℝ)..2 * π,
      ∫ y in (0 : ℝ)..2 * π, flux N (s, x, y) (0, 1, 0) (0, 0, 1) := by
    intro s
    have dx : ∀ x y, deriv (fun t => N (s, t, y)) x = fderiv ℝ N (s, x, y) (0, 1, 0) :=
      fun x y => ((hN.differentiable (by norm_num) (s, x, y)).hasFDerivAt.comp_hasDerivAt x
        (cx s x y)).deriv
    have dy : ∀ x y, deriv (fun t => N (s, x, t)) y = fderiv ℝ N (s, x, y) (0, 0, 1) :=
      fun x y => ((hN.differentiable (by norm_num) (s, x, y)).hasFDerivAt.comp_hasDerivAt y
        (cy s x y)).deriv
    simp only [chernIntegral, dx, dy, flux]
  -- integrate the rate over the parameter and interchange the integrations
  have key : ∀ T : ℝ, 0 ≤ T →
      chernIntegral (fun x y => N (T, x, y)) = chernIntegral (fun x y => N (0, x, y)) := by
    intro T hT0
    have ci : ∀ s, Continuous fun x => ∫ y in (0 : ℝ)..2 * π,
        flux N (s, x, y) (0, 1, 0) (0, 0, 1) := fun s =>
      intervalIntegral.continuous_parametric_intervalIntegral_of_continuous'
        (f := fun x y => flux N (s, x, y) (0, 1, 0) (0, 0, 1))
        ((hf (0, 1, 0) (0, 0, 1)).comp
          (by fun_prop : Continuous fun q : ℝ × ℝ => (s, q.1, q.2))) _ _
    have step : ∀ x, (∫ y in (0 : ℝ)..2 * π, flux N (T, x, y) (0, 1, 0) (0, 0, 1))
        - (∫ y in (0 : ℝ)..2 * π, flux N (0, x, y) (0, 1, 0) (0, 0, 1))
        = ∫ s in (0 : ℝ)..T, ∫ y in (0 : ℝ)..2 * π,
          fluxRate N (s, x, y) (1, 0, 0) (0, 1, 0) (0, 0, 1) := by
      intro x
      have cf : ∀ s, Continuous fun y => flux N (s, x, y) (0, 1, 0) (0, 0, 1) := fun s =>
        (hf _ _).comp (by fun_prop : Continuous fun y : ℝ => (s, x, y))
      have ftc : ∀ y, flux N (T, x, y) (0, 1, 0) (0, 0, 1)
          - flux N (0, x, y) (0, 1, 0) (0, 0, 1)
          = ∫ s in (0 : ℝ)..T, fluxRate N (s, x, y) (1, 0, 0) (0, 1, 0) (0, 0, 1) := fun y =>
        (intervalIntegral.integral_eq_sub_of_hasDerivAt
          (fun s _ => hasDerivAt_flux hN (cs s x y) _ _)
          (((hR _ _ _).comp (by fun_prop : Continuous fun s : ℝ => (s, x, y))).intervalIntegrable
            _ _)).symm
      rw [← intervalIntegral.integral_sub ((cf T).intervalIntegrable _ _)
        ((cf 0).intervalIntegrable _ _)]
      simp only [ftc]
      exact integral_swap
        (f := fun y s => fluxRate N (s, x, y) (1, 0, 0) (0, 1, 0) (0, 0, 1))
        ((hR (1, 0, 0) (0, 1, 0) (0, 0, 1)).comp
          (by fun_prop : Continuous fun q : ℝ × ℝ => (q.2, x, q.1))) Real.two_pi_pos.le hT0
    rw [← sub_eq_zero, hω, hω, ← intervalIntegral.integral_sub
      ((ci T).intervalIntegrable _ _) ((ci 0).intervalIntegrable _ _)]
    simp only [step]
    have cr : Continuous fun q : ℝ × ℝ => ∫ y in (0 : ℝ)..2 * π,
        fluxRate N (q.2, q.1, y) (1, 0, 0) (0, 1, 0) (0, 0, 1) :=
      intervalIntegral.continuous_parametric_intervalIntegral_of_continuous'
        (f := fun (q : ℝ × ℝ) y => fluxRate N (q.2, q.1, y) (1, 0, 0) (0, 1, 0) (0, 0, 1))
        ((hR (1, 0, 0) (0, 1, 0) (0, 0, 1)).comp
          (by fun_prop : Continuous fun r : (ℝ × ℝ) × ℝ => (r.1.2, r.1.1, r.2))) _ _
    refine (integral_swap (f := fun x s => ∫ y in (0 : ℝ)..2 * π,
      fluxRate N (s, x, y) (1, 0, 0) (0, 1, 0) (0, 0, 1)) cr Real.two_pi_pos.le hT0).trans ?_
    simp only [hz, intervalIntegral.integral_zero]
  have e1 : (1 - Real.cos (Real.arccos (1 - 2 * s))) / 2 = s := by
    rw [Real.cos_arccos (by linarith [hs.2]) (by linarith [hs.1])]
    ring
  have e0 : (1 - Real.cos 0) / 2 = 0 := by simp
  have h := key _ (Real.arccos_nonneg (1 - 2 * s))
  simp only [hNdef, e1, e0] at h
  exact h

/-- For a nonvanishing family `d`, jointly C² in `s ∈ [0,1]` and the momenta and 2π periodic in
both momenta, the Chern integral of `d/|d|` at every `s` equals that at 0. -/
theorem chernIntegral_gapped {d : ℝ × ℝ × ℝ → Fin 3 → ℝ}
    (hd : ContDiffOn ℝ 2 d (Icc 0 1 ×ˢ univ))
    (h0 : ∀ s ∈ Icc (0 : ℝ) 1, ∀ x y, d (s, x, y) ≠ 0)
    (hx : ∀ s ∈ Icc (0 : ℝ) 1, ∀ x y, d (s, x + 2 * π, y) = d (s, x, y))
    (hy : ∀ s ∈ Icc (0 : ℝ) 1, ∀ x y, d (s, x, y + 2 * π) = d (s, x, y))
    {s : ℝ} (hs : s ∈ Icc (0 : ℝ) 1) :
    chernIntegral (fun x y => direction (d (s, x, y)))
      = chernIntegral (fun x y => direction (d (0, x, y))) := by
  have pos : ∀ v : Fin 3 → ℝ, v ≠ 0 → 0 < v ⬝ᵥ v := fun v hv =>
    lt_of_le_of_ne (Finset.sum_nonneg fun i _ => mul_self_nonneg (v i))
      (fun h => hv (dotProduct_self_eq_zero.1 h.symm))
  have hq : ContDiffOn ℝ 2 (fun p => d p ⬝ᵥ d p) (Icc 0 1 ×ˢ univ) := by
    have hi := contDiffOn_pi.1 hd
    simp only [dotProduct, Fin.sum_univ_three]
    exact (((hi 0).mul (hi 0)).add ((hi 1).mul (hi 1))).add ((hi 2).mul (hi 2))
  have hp : ∀ p ∈ Icc (0 : ℝ) 1 ×ˢ (univ : Set (ℝ × ℝ)), 0 < d p ⬝ᵥ d p :=
    fun p hp => pos _ (h0 p.1 hp.1 p.2.1 p.2.2)
  refine chernIntegral_deformation (n := fun p => direction (d p)) ?_ ?_ ?_ ?_ hs
  · exact ((hq.sqrt fun p h => (hp p h).ne').inv
      fun p h => (Real.sqrt_pos.2 (hp p h)).ne').smul hd
  · intro s hs x y
    have h := pos _ (h0 s hs x y)
    have hr := Real.sqrt_pos.2 h
    simp only [direction, smul_dotProduct, dotProduct_smul, smul_eq_mul]
    rw [← mul_assoc, ← mul_inv, Real.mul_self_sqrt h.le, inv_mul_cancel₀ h.ne']
  · intro s hs x y
    simp only [hx s hs x y]
  · intro s hs x y
    simp only [hy s hs x y]

/-- The QWZ vector vanishes somewhere in momentum space exactly for `u = -2`, `0` or `2`. -/
theorem qwz_gap_closes_iff (u : ℝ) :
    (∃ x y, qwz u x y = 0) ↔ u = -2 ∨ u = 0 ∨ u = 2 := by
  constructor
  · rintro ⟨x, y, h⟩
    have h0 : Real.sin x = 0 := congrFun h 0
    have h1 : Real.sin y = 0 := congrFun h 1
    have h2 : u + Real.cos x + Real.cos y = 0 := congrFun h 2
    have c : ∀ t, Real.sin t = 0 → Real.cos t = 1 ∨ Real.cos t = -1 := fun t ht =>
      mul_self_eq_one_iff.1 (by have := Real.sin_sq_add_cos_sq t; rw [ht] at this; linarith)
    rcases c x h0 with hx | hx <;> rcases c y h1 with hy | hy <;> rw [hx, hy] at h2
    · left; linarith
    · right; left; linarith
    · right; left; linarith
    · right; right; linarith
  · rintro (rfl | rfl | rfl)
    · exact ⟨0, 0, by ext i; fin_cases i <;> norm_num [qwz]⟩
    · exact ⟨0, π, by ext i; fin_cases i <;> norm_num [qwz]⟩
    · exact ⟨π, π, by ext i; fin_cases i <;> norm_num [qwz]⟩

/-- The QWZ Chern integral takes the same value at two masses `u₀` and `u₁` whenever the closed
interval between them contains none of `-2`, `0`, `2`. -/
theorem qwz_chernIntegral_constant {u₀ u₁ : ℝ}
    (hgap : ∀ u ∈ uIcc u₀ u₁, ¬(u = -2 ∨ u = 0 ∨ u = 2)) :
    chernIntegral (fun x y => direction (qwz u₁ x y))
      = chernIntegral (fun x y => direction (qwz u₀ x y)) := by
  -- join the two masses by a straight segment
  have hd : ContDiff ℝ 2 (fun p : ℝ × ℝ × ℝ =>
      qwz (u₀ + p.1 * (u₁ - u₀)) p.2.1 p.2.2) := by
    refine contDiff_pi.2 fun i => ?_
    fin_cases i
    · change ContDiff ℝ 2 (fun p : ℝ × ℝ × ℝ => Real.sin p.2.1)
      fun_prop
    · change ContDiff ℝ 2 (fun p : ℝ × ℝ × ℝ => Real.sin p.2.2)
      fun_prop
    · change ContDiff ℝ 2 (fun p : ℝ × ℝ × ℝ =>
        u₀ + p.1 * (u₁ - u₀) + Real.cos p.2.1 + Real.cos p.2.2)
      fun_prop
  have h := chernIntegral_gapped hd.contDiffOn
    (fun s hs x y h => hgap (u₀ + s * (u₁ - u₀)) (by
      rw [mem_uIcc]
      rcases le_total u₀ u₁ with h | h
      · left; constructor <;> nlinarith [hs.1, hs.2]
      · right; constructor <;> nlinarith [hs.1, hs.2])
      ((qwz_gap_closes_iff _).1 ⟨x, y, h⟩))
    (fun s _ x y => by simp only [qwz, Real.sin_add_two_pi, Real.cos_add_two_pi])
    (fun s _ x y => by simp only [qwz, Real.sin_add_two_pi, Real.cos_add_two_pi])
    (right_mem_Icc.2 zero_le_one)
  simpa only [one_mul, zero_mul, add_zero, add_sub_cancel] using h

end

end QWZDeformation
```

```lean
#print axioms QWZDeformation.qwz_chernIntegral_constant
-- 'QWZDeformation.qwz_chernIntegral_constant' depends on axioms: [propext, Classical.choice, Quot.sound]
```

`triple_tangent` proves coplanarity by a polynomial identity. `hasDerivAt_flux` supplies the product rule, and `fluxRate_closed` combines tangency with symmetric second derivatives to obtain the divergence identity. `integral_divergence` cancels the edges; `integral_swap` is Fubini.

In `chernIntegral_deformation`, substituting $s=(1-\cos t)/2$ extends the family smoothly to all real $t$, avoiding one-sided derivatives. There `hz` gives zero zone-integrated rate, `key` integrates over $t$, and $t=\arccos(1-2s)$ recovers $s$.

`chernIntegral_gapped` checks the normalised family. `qwz_gap_closes_iff` finds the critical masses, and `qwz_chernIntegral_constant` applies both results to the mass segment.
